# Time-reversal-odd one-body observables have zero expectation value in a time-reversal-invariant occupation matrix

For a finite set of orbitals with spin one-half, the theorem `trace_odd_eq_zero` takes a Hermitian occupation matrix n that is unchanged by time reversal and a Hermitian observable O that changes sign under it, and states that Tr(nO) = 0. Time reversal in a real orbital basis is modelled as A ↦ Y conj(A) Y, where conj is the entrywise complex conjugate and Y is σ_y on spin and the identity on orbitals. Neither the trace of n nor the range of its eigenvalues is fixed, so Tr(nO) is the expectation value without division by a particle number. The proof shows that time reversal respects products and conjugates the trace, and that hermiticity makes Tr(nO) real, so that Tr(nO) equals its own negative.

The first attempt, which Lean rejects:

```lean
import Mathlib

open Matrix
open scoped Kronecker ComplexOrder

namespace TimeReversalOccupation

noncomputable section

variable {m : Type*} [Fintype m] [DecidableEq m]

/-- The Pauli matrices, with the indices 0, 1, 2 standing for x, y, z. -/
def pauli : Fin 3 → Matrix (Fin 2) (Fin 2) ℂ :=
  ![!![0, 1; 1, 0], !![0, -Complex.I; Complex.I, 0], !![1, 0; 0, -1]]

/-- The matrix `1 ⊗ σ_y` on orbitals times spin. -/
def spinY (m : Type*) [DecidableEq m] : Matrix (m × Fin 2) (m × Fin 2) ℂ :=
  (1 : Matrix m m ℂ) ⊗ₖ pauli 1

/-- Time reversal of an operator in a real orbital basis: `A ↦ Y conj(A) Y`. -/
def timeReverse (A : Matrix (m × Fin 2) (m × Fin 2) ℂ) :
    Matrix (m × Fin 2) (m × Fin 2) ℂ :=
  spinY m * A.map (starRingEnd ℂ) * spinY m

/-- Each Pauli matrix squares to one. -/
theorem pauli_sq (a : Fin 3) : pauli a * pauli a = 1 := by
  fin_cases a <;> ext i j <;> fin_cases i <;> fin_cases j <;>
    simp [pauli, Matrix.mul_apply, Fin.sum_univ_succ]

/-- The matrix `1 ⊗ σ_y` squares to one. -/
theorem spinY_sq : spinY m * spinY m = 1 := by
  unfold spinY
  rw [← Matrix.mul_kronecker_mul, pauli_sq, one_mul, Matrix.one_kronecker_one]

/-- A Hermitian observable that is odd under time reversal has zero expectation value in a
Hermitian occupation matrix that is invariant under time reversal. -/
theorem trace_odd_eq_zero {n O : Matrix (m × Fin 2) (m × Fin 2) ℂ}
    (hn : n.IsHermitian) (hT : n = timeReverse n)
    (hO : O.IsHermitian) (hodd : timeReverse O = -O) : (n * O).trace = 0 := by
  -- time reversal is multiplicative and conjugates the trace
  have hmul : timeReverse n * timeReverse O = timeReverse (n * O) := by
    unfold timeReverse
    rw [Matrix.map_mul]
    calc spinY m * n.map (starRingEnd ℂ) * spinY m *
          (spinY m * O.map (starRingEnd ℂ) * spinY m)
        = spinY m * n.map (starRingEnd ℂ) * (spinY m * spinY m) *
          O.map (starRingEnd ℂ) * spinY m := by simp only [mul_assoc]
      _ = _ := by rw [spinY_sq, mul_one]; simp only [mul_assoc]
  have htr : (timeReverse (n * O)).trace = star (n * O).trace := by
    unfold timeReverse
    rw [Matrix.trace_mul_comm, ← mul_assoc, spinY_sq, one_mul]
    simp [Matrix.trace]
  -- hermiticity makes the trace real
  have hreal : star (n * O).trace = (n * O).trace := by
    rw [← Matrix.trace_conjTranspose, Matrix.conjTranspose_mul, hn.eq, hO.eq,
      Matrix.trace_mul_comm]
  have h : -(n * O).trace = (n * O).trace := by
    rw [← hmul, ← hT, hodd, mul_neg, Matrix.trace_neg, hreal] at htr
    exact htr
  linear_combination (-1 / 2 : ℂ) * h

end

end TimeReversalOccupation
```

The error:

```
Main.lean:49:65: error: unsolved goals
m : Type u_1
inst✝¹ : Fintype m
inst✝ : DecidableEq m
n O : Matrix (m × Fin 2) (m × Fin 2) ℂ
hn : n.IsHermitian
hT : n = timeReverse n
hO : O.IsHermitian
hodd : timeReverse O = -O
hmul : timeReverse n * timeReverse O = timeReverse (n * O)
⊢ ∑ i, (n.map ⇑(starRingEnd ℂ) * O.map ⇑(starRingEnd ℂ)) i i = ∑ x, (starRingEnd ℂ) ((n * O) x x)
```

Diagnosis. The error is in `htr`, the step which says that time reversal conjugates the trace. After the two factors of `spinY m` have cancelled, what remains is that the trace of the conjugated matrix `n * O` is the conjugate of its trace.

The call `simp [Matrix.trace]` expands both traces into sums, but it also distributes the entrywise conjugation over the matrix product. The left side of the unsolved goal therefore has diagonal entries of a product of two conjugated matrices, while the right side has conjugated entries of `n * O`. The two are equal, but `simp` does not bring them to the same form.

The repair uses `simp only` with three named lemmas, which leaves the product whole, so that `Matrix.map_apply` can turn each entry on the left into the conjugate of an entry of `n * O`. The `change` line then restates the `star` on the right as `starRingEnd ℂ`, which is the same by definition. In that form `map_sum` can take the conjugation inside the sum, and the two sides agree.

The change, after which it compiles:

```diff
@@ -50,5 +50,7 @@
     unfold timeReverse
     rw [Matrix.trace_mul_comm, ← mul_assoc, spinY_sq, one_mul]
-    simp [Matrix.trace]
+    simp only [Matrix.trace, Matrix.diag_apply, Matrix.map_apply]
+    change _ = (starRingEnd ℂ) _
+    rw [map_sum]
   -- hermiticity makes the trace real
   have hreal : star (n * O).trace = (n * O).trace := by
```
